# Along a real direction, a weighted occupied-empty sum over Hermitian position matrices is a weighted sum of squared moduli

Take finitely many states, split into a set `s` of occupied states and its complement, the empty states, and one Hermitian position matrix `X a` for each of finitely many components `a`. With real weights `w n m` of any sign, the products Re(`X a n m` · `X b m n`), weighted and summed over occupied `n` and empty `m`, form a real tensor in `a` and `b`. The theorem `quadForm_pairs` says that the quadratic form of this tensor along a real vector `v` is the sum over the same pairs of `w n m` times the squared modulus of ∑ₐ `v a` · `X a n m`. The proof takes the sums over states outside the quadratic form, expands the squared modulus for one pair into real and imaginary parts, and compares the two sides term by term, using Hermiticity to turn `X b m n` into the conjugate of `X b n m`.

The first attempt, which Lean rejects:

```lean
import Mathlib

open Finset

namespace QuadFormPairs

noncomputable section

variable {ι κ : Type*}

/-- The quadratic form of a real tensor `M` evaluated on the direction `v`. -/
def quadForm [Fintype κ] (M : κ → κ → ℝ) (v : κ → ℝ) : ℝ :=
  ∑ a, ∑ b, v a * M a b * v b

/-- The quadratic form of a finite sum of tensors is the sum of their quadratic forms. -/
theorem quadForm_sum [Fintype κ] (t : Finset ι) (K : ι → κ → κ → ℝ) (v : κ → ℝ) :
    quadForm (fun a b => ∑ i ∈ t, K i a b) v = ∑ i ∈ t, quadForm (K i) v := by
  unfold quadForm
  simp only [mul_sum, sum_mul]
  refine Eq.trans ?_ Finset.sum_comm
  exact sum_congr rfl fun a _ => Finset.sum_comm

/-- For Hermitian position matrices, a weighted occupied-empty sum has as its quadratic form the
weighted sum of squared moduli of the position matrix elements along `v`. -/
theorem quadForm_pairs [Fintype ι] [DecidableEq ι] [Fintype κ] {X : κ → Matrix ι ι ℂ}
    (hX : ∀ a, (X a).IsHermitian) (s : Finset ι) (w : ι → ι → ℝ) (v : κ → ℝ) :
    quadForm (fun a b => ∑ n ∈ s, ∑ m ∈ sᶜ, w n m * (X a n m * X b m n).re) v =
      ∑ n ∈ s, ∑ m ∈ sᶜ, w n m * ‖∑ a, (v a : ℂ) * X a n m‖ ^ 2 := by
  refine (quadForm_sum s
    (fun n a b => ∑ m ∈ sᶜ, w n m * (X a n m * X b m n).re) v).trans
    (sum_congr rfl fun n _ => ?_)
  refine (quadForm_sum sᶜ (fun m a b => w n m * (X a n m * X b m n).re) v).trans
    (sum_congr rfl fun m _ => ?_)
  -- one pair: expand the squared modulus into real and imaginary parts
  rw [← Complex.normSq_eq_norm_sq, Complex.normSq_apply, Complex.re_sum, Complex.im_sum]
  simp only [Complex.re_ofReal_mul, Complex.im_ofReal_mul]
  rw [sum_mul_sum, sum_mul_sum, ← sum_add_distrib, mul_sum]
  unfold quadForm
  refine sum_congr rfl fun a _ => ?_
  rw [← sum_add_distrib, mul_sum]
  refine sum_congr rfl fun b _ => ?_
  rw [← (hX b).apply m n]
  simp only [Complex.mul_re, Complex.star_def, Complex.conj_re, Complex.conj_im]
  ring

end

end QuadFormPairs
```

Compiling this gives:

```
Main.lean:42:6: error: Tactic `rewrite` failed: Did not find an occurrence of the pattern
  X b m n
in the target expression
  v a * (fun a b => w n m * (X a n m * X b m n).re) a b * v b =
    w n m * (v a * (X a n m).re * (v b * (X b n m).re) + v a * (X a n m).im * (v b * (X b n m).im))

ι : Type u_1
κ : Type u_2
inst✝² : Fintype ι
inst✝¹ : DecidableEq ι
inst✝ : Fintype κ
X : κ → Matrix ι ι ℂ
hX : ∀ (a : κ), (X a).IsHermitian
s : Finset ι
w : ι → ι → ℝ
v : κ → ℝ
n : ι
x✝³ : n ∈ s
m : ι
x✝² : m ∈ sᶜ
a : κ
x✝¹ : a ∈ univ
b : κ
x✝ : b ∈ univ
⊢ v a * (fun a b => w n m * (X a n m * X b m n).re) a b * v b =
    w n m * (v a * (X a n m).re * (v b * (X b n m).re) + v a * (X a n m).im * (v b * (X b n m).im))

Note: The target expression is not type-correct under the `implicit` transparency level, which may have triggered the failure. This is usually caused by unfolding of semireducible definitions in prior tactic steps. Use `set_option linter.tacticCheckInstances true` to investigate the source of the issue.
Full error:
  function expected
    X a n
```

The change, after which it compiles:

```diff
@@ -40,4 +40,5 @@
   rw [← sum_add_distrib, mul_sum]
   refine sum_congr rfl fun b _ => ?_
+  beta_reduce
   rw [← (hX b).apply m n]
   simp only [Complex.mul_re, Complex.star_def, Complex.conj_re, Complex.conj_im]
```

The one error is that `rw [← (hX b).apply m n]` finds no `X b m n` in the goal. The term seems to be there, but it sits inside a function not yet applied to its arguments: `(fun a b => w n m * (X a n m * X b m n).re) a b`. The `b` in that body is the function's own bound variable, while the rewrite looks for the `b` fixed by the preceding `sum_congr` step. `rw` matches the goal as written and does not first carry out the application.

The added `beta_reduce` does so, leaving `w n m * (X a n m * X b m n).re` with the fixed `a` and `b`. The pattern is now present and the rewrite goes through.

Lean also notes that the goal is not type-correct at `implicit` transparency. There it does not unfold the type `Matrix ι ι ℂ` to a function type, so it does not accept `X a` being applied to the index `n`. It offers this only as a possible cause. The repair leaves the matrix entries written in the same way, so they were not what stopped the rewrite.
